# An axial zero-field Hamiltonian of a spin $S$ is a polynomial in $S_z^2$ with $\lfloor S\rfloor+1$ real coefficients

Fit the zero-field levels of an ion with $S=3/2$ to $c+Dm^2+Fm^4$, and the fit has no definite answer. The only values of $m^2$ are $1/4$ and $9/4$, and on both of them $m^4=\tfrac52 m^2-\tfrac9{16}$. Any change in $F$ can therefore be absorbed by $c$ and $D$. For $S=2$ the opposite mistake is possible: $c+Dm^2$ has two parameters, but the levels $|m|=0,1,2$ can have three independent energies. The right number of parameters depends on the spin, and it can be found by counting the distinct values of $m^2$.

## Counting the values of $m^2$

Let $n=2S$ be a natural number and label the states by $k=0,\dots,n$, with $m_k=k-n/2$ in units where $\hbar=1$. A level function $f$ assigns a real energy $f(k)$ to each state. The claim is that $f(n-k)=f(k)$ for all $k$ if and only if $f(k)=p(m_k^2)$ for a unique real polynomial $p$ of degree at most $\lfloor n/2\rfloor$.

Reversing the labels changes the sign of $m$:
$$m_{n-k}=n-k-\tfrac n2=-m_k .$$
Any function of $m_k^2$ is therefore even, which settles one direction.

For the other, note that $m_j^2=m_k^2$ means $m_j=\pm m_k$, that is, $j=k$ or $j=n-k$. If $j$ and $k$ are both at most $\lfloor n/2\rfloor$, the second case gives $j+k=n$, which forces $j=k=n/2$. The levels $0,\dots,\lfloor n/2\rfloor$ thus supply $\lfloor n/2\rfloor+1$ distinct nodes $x_i=m_i^2$. The Lagrange polynomial
$$p(x)=\sum_i f(i)\prod_{j\ne i}\frac{x-x_j}{x_i-x_j}$$
has degree at most $\lfloor n/2\rfloor$ and takes the value $f(i)$ at $x_i$. Every remaining level $k$ is the mirror image of a node, so $p(m_k^2)=p(m_{n-k}^2)=f(n-k)=f(k)$. If $q$ is another such polynomial, $p-q$ has $\lfloor n/2\rfloor+1$ distinct roots and degree at most $\lfloor n/2\rfloor$, so it vanishes.

The map from $p$ to its values is linear, and it has just been shown to be a bijection onto the even level functions. These therefore form a real space of dimension $\lfloor n/2\rfloor+1$, one dimension for each coefficient.

## From levels to operators

Let $H$ be a complex matrix on the $n+1$ states. If it commutes with $S_z=\mathrm{diag}(m_k)$, then
$$H_{ij}(m_j-m_i)=0,$$
so $H$ is diagonal, because the $m_k$ are distinct. Hermiticity makes the diagonal entries $f(k)$ real.

A half turn about $x$ exchanges $m$ and $-m$. Let $X$ be the matrix with $X_{ij}=1$ when $j=n-i$ and zero otherwise. The entries of $HX$ and $XH$ at position $(k,n-k)$ are $f(k)$ and $f(n-k)$, and all other entries vanish. The two matrices commute exactly when $f$ is even. Since $p(S_z^2)$ is diagonal with entries $p(m_k^2)$, the result for levels becomes $H=p(S_z^2)$ with a unique $p$ of the same bounded degree.

For $S=3/2$, write the levels as $c+D(m^2-\tfrac54)$. The bracket is $1$ for $|m|=3/2$ and $-1$ for $|m|=1/2$, so $f(0)=c+D$ and $f(1)=c-D$. Hence
$$c=\frac{f(0)+f(1)}2,\qquad D=\frac{f(0)-f(1)}2 .$$

## Spin states, $S_z$ and the half turn in Lean

The development uses Mathlib's polynomials and matrices.

```lean
import Mathlib

open Polynomial

namespace AxialZeroField

noncomputable section
```

The type `Fin (n + 1)` holds the labels $0,\dots,n$, so label $0$ is the state $m=-S$. The division in `mag` is real, which allows half-integer spins.

```lean
/-- The magnetic quantum number `m = k - n/2` of level `k` of a spin `S = n/2`. -/
def mag (n : ℕ) (k : Fin (n + 1)) : ℝ := (k : ℕ) - (n : ℝ) / 2
```

The matrix of $S_z$ is written in its own eigenbasis.

```lean
/-- The spin component `S_z` of a spin `n/2`, in its own eigenbasis. -/
def Sz (n : ℕ) : Matrix (Fin (n + 1)) (Fin (n + 1)) ℂ :=
  Matrix.diagonal fun k => (mag n k : ℂ)
```

In Lean `i.rev` is the label $n-i$. With the usual phases of the states, the rotation by $\pi$ about $x$ is this exchange matrix times one overall phase, which does not affect what commutes with it.

```lean
/-- The half turn about the `x` axis, up to a phase: it exchanges the states `m` and `-m`. -/
def halfTurn (n : ℕ) : Matrix (Fin (n + 1)) (Fin (n + 1)) ℂ :=
  Matrix.of fun i j => if j = i.rev then 1 else 0
```

The even level functions are collected as a real subspace; the proofs inside the definition check closure under sums and real multiples.

```lean
/-- The real level functions that take the same value at `m` and `-m`. -/
def evenLevels (n : ℕ) : Submodule ℝ (Fin (n + 1) → ℝ) where
  carrier := {f | ∀ k, f k.rev = f k}
  add_mem' := by
    intro f g hf hg k
    change f k.rev + g k.rev = f k + g k
    rw [hf k, hg k]
  zero_mem' := fun _ => rfl
  smul_mem' := by
    intro c f hf k
    change c * f k.rev = c * f k
    rw [hf k]
```

## Mirror images and equal $m^2$

The first lemma is $m_{n-k}=-m_k$, obtained from the sum of the two labels being $n$.

```lean
/-- Reversing the order of the levels changes the sign of `m`. -/
theorem mag_rev {n : ℕ} (k : Fin (n + 1)) : mag n k.rev = -mag n k := by
  have h : (k.rev : ℕ) + (k : ℕ) = n := by
    have := k.isLt
    rw [Fin.val_rev]
    omega
  have h' : ((k.rev : ℕ) : ℝ) + ((k : ℕ) : ℝ) = n := by exact_mod_cast h
  unfold mag
  linarith
```

The second splits equal squares into equal or opposite values, and then uses the fact that $m$ determines the label.

```lean
/-- Two levels have the same `m²` exactly when they coincide or are mirror images. -/
theorem mag_sq_eq_iff {n : ℕ} (j k : Fin (n + 1)) :
    mag n j ^ 2 = mag n k ^ 2 ↔ j = k ∨ j = k.rev := by
  have inj : ∀ a b : Fin (n + 1), mag n a = mag n b → a = b := by
    intro a b h
    unfold mag at h
    have h' : ((a : ℕ) : ℝ) = ((b : ℕ) : ℝ) := by linarith
    exact Fin.ext (by exact_mod_cast h')
  rw [sq_eq_sq_iff_eq_or_eq_neg, ← mag_rev]
  constructor
  · rintro (h | h)
    · exact Or.inl (inj _ _ h)
    · exact Or.inr (inj _ _ h)
  · rintro (h | h)
    · exact Or.inl (by rw [h])
    · exact Or.inr (by rw [h])
```

## The unique polynomial through the levels

In the bound `p.natDegree ≤ n / 2` the division is between natural numbers and rounds down, so it is $\lfloor n/2\rfloor$. The symbol `∃!` asks for exactly one polynomial that meets both the degree bound and the prescribed values.

In the proof, `e` embeds the lower half of the levels, `v` gives their nodes $m^2$, and `hv` says that the nodes are distinct. Mathlib's Lagrange interpolation supplies existence and uniqueness. The case split on `(k : ℕ) ≤ n / 2` separates the nodes from their mirror images.

```lean
/-- A real level function of a spin `n/2` is even in `m` if and only if it is `p(m²)` for a
unique real polynomial `p` of degree at most `⌊n/2⌋`. -/
theorem even_iff_existsUnique_polynomial {n : ℕ} (f : Fin (n + 1) → ℝ) :
    (∀ k, f k.rev = f k) ↔
      ∃! p : ℝ[X], p.natDegree ≤ n / 2 ∧ ∀ k, p.eval (mag n k ^ 2) = f k := by
  constructor
  · intro hf
    -- the levels with `k ≤ n/2` serve as interpolation nodes
    let e : Fin (n / 2 + 1) → Fin (n + 1) := fun i => ⟨i, by have := i.isLt; omega⟩
    let v : Fin (n / 2 + 1) → ℝ := fun i => mag n (e i) ^ 2
    have hv : Set.InjOn v (Finset.univ : Finset (Fin (n / 2 + 1))) := by
      intro i _ j _ h
      have hi := i.isLt
      have hj := j.isLt
      rcases (mag_sq_eq_iff (e i) (e j)).1 h with h | h
      · have h' := congrArg Fin.val h
        exact Fin.ext h'
      · have h' : (i : ℕ) = n + 1 - ((j : ℕ) + 1) :=
          (congrArg Fin.val h).trans (Fin.val_rev (e j))
        exact Fin.ext (by omega)
    have hdeg : ∀ p : ℝ[X], p.natDegree ≤ n / 2 ↔
        p.degree < ((Finset.univ : Finset (Fin (n / 2 + 1))).card : WithBot ℕ) := by
      intro p
      rw [Finset.card_fin, Polynomial.degree_lt_iff_coeff_zero,
        Polynomial.natDegree_le_iff_coeff_eq_zero]
      exact Iff.rfl
    refine ⟨Lagrange.interpolate Finset.univ v (fun i => f (e i)),
      ⟨(hdeg _).2 (Lagrange.degree_interpolate_lt _ hv), fun k => ?_⟩, ?_⟩
    · have node : ∀ i, (Lagrange.interpolate Finset.univ v (fun i => f (e i))).eval
          (mag n (e i) ^ 2) = f (e i) := fun i =>
        Lagrange.eval_interpolate_at_node (fun i => f (e i)) hv (Finset.mem_univ i)
      have hk := k.isLt
      by_cases h : (k : ℕ) ≤ n / 2
      · exact node ⟨k, by omega⟩
      · -- a level in the upper half is the mirror image of a node
        have hr : e ⟨n - k, by omega⟩ = k.rev := by
          apply Fin.ext
          rw [Fin.val_rev]
          change n - (k : ℕ) = n + 1 - ((k : ℕ) + 1)
          omega
        have := node ⟨n - k, by omega⟩
        rwa [hr, mag_rev, neg_sq, hf] at this
    · rintro q ⟨hq, hqe⟩
      exact Lagrange.eq_interpolate_of_eval_eq (fun i => f (e i)) hv ((hdeg q).1 hq)
        (fun i _ => hqe (e i))
  · rintro ⟨p, ⟨-, hp⟩, -⟩ k
    rw [← hp, ← hp, mag_rev, neg_sq]
```

The dimension is `Module.finrank`. The map `Φ` evaluates a polynomial at every $m_k^2$, and its bijectivity is the preceding theorem again. The space of polynomials of degree below $\lfloor n/2\rfloor+1$ is then identified with its lists of coefficients, whose number is the dimension.

```lean
/-- The level functions of a spin `n/2` that are even in `m` form a real space of dimension
`⌊n/2⌋ + 1`. -/
theorem finrank_evenLevels (n : ℕ) : Module.finrank ℝ (evenLevels n) = n / 2 + 1 := by
  have hdeg : ∀ p : ℝ[X], p ∈ degreeLT ℝ (n / 2 + 1) ↔ p.natDegree ≤ n / 2 := by
    intro p
    rw [Polynomial.mem_degreeLT, Polynomial.degree_lt_iff_coeff_zero,
      Polynomial.natDegree_le_iff_coeff_eq_zero]
    exact Iff.rfl
  -- evaluation at `m²` sends polynomials to even level functions
  let Φ : degreeLT ℝ (n / 2 + 1) →ₗ[ℝ] evenLevels n :=
    { toFun := fun p => ⟨fun k => (p : ℝ[X]).eval (mag n k ^ 2), fun k => by
        simp only [mag_rev, neg_sq]⟩
      map_add' := fun p q => Subtype.ext (funext fun k => Polynomial.eval_add)
      map_smul' := fun c p => Subtype.ext (funext fun k => Polynomial.eval_smul _ _ _) }
  have hΦ : Function.Bijective Φ := by
    rw [Function.bijective_iff_existsUnique]
    intro f
    obtain ⟨p, ⟨hp, he⟩, hu⟩ := (even_iff_existsUnique_polynomial f.1).1 f.2
    exact ⟨⟨p, (hdeg p).2 hp⟩, Subtype.ext (funext he), fun q hq => Subtype.ext
      (hu q.1 ⟨(hdeg q.1).1 q.2, fun k => congrFun (congrArg Subtype.val hq) k⟩)⟩
  rw [← (LinearEquiv.ofBijective Φ hΦ).finrank_eq, (degreeLTEquiv ℝ (n / 2 + 1)).finrank_eq]
  simp
```

## Symmetry conditions on the Hamiltonian

The expression `aeval (Sz n ^ 2) p` is $p(S_z^2)$, with the constant term multiplying the identity matrix. The proof is an induction on the polynomial, with one case for sums and one for monomials.

```lean
/-- A real polynomial in `S_z²` is diagonal, with the entry `p(m²)` at the state `m`. -/
theorem aeval_Sz_sq (n : ℕ) (p : ℝ[X]) :
    aeval (Sz n ^ 2) p = Matrix.diagonal fun k => ((p.eval (mag n k ^ 2) : ℝ) : ℂ) := by
  induction p using Polynomial.induction_on' with
  | add p q hp hq =>
    rw [map_add, hp, hq, Matrix.diagonal_add]
    simp only [Polynomial.eval_add, Complex.ofReal_add]
  | monomial d a =>
    rw [Polynomial.aeval_monomial, Algebra.algebraMap_eq_smul_one, smul_mul_assoc, one_mul,
      Sz, Matrix.diagonal_pow, Matrix.diagonal_pow]
    ext i j
    rcases eq_or_ne i j with rfl | h
    · simp [Polynomial.eval_monomial]
    · simp [h]
```

The next theorem turns Hermiticity and `Commute H (Sz n)` into a diagonal matrix with real entries. The off-diagonal step `h3` is the equation $H_{ij}(m_j-m_i)=0$ from above.

```lean
/-- A matrix is Hermitian and commutes with `S_z` exactly when it is diagonal in the states
`m` with real entries. -/
theorem axial_iff {n : ℕ} (H : Matrix (Fin (n + 1)) (Fin (n + 1)) ℂ) :
    (H.IsHermitian ∧ Commute H (Sz n)) ↔
      ∃ f : Fin (n + 1) → ℝ, H = Matrix.diagonal fun k => (f k : ℂ) := by
  constructor
  · rintro ⟨hH, hz⟩
    refine ⟨fun k => (H k k).re, ?_⟩
    ext i j
    rcases eq_or_ne i j with rfl | hij
    · rw [Matrix.diagonal_apply_eq]
      exact (Complex.conj_eq_iff_re.1 (hH.apply i i)).symm
    · -- distinct values of `m` are not mixed
      rw [Matrix.diagonal_apply_ne _ hij]
      have h := congrFun (congrFun hz.eq i) j
      rw [Sz, Matrix.mul_diagonal, Matrix.diagonal_mul] at h
      have hm : (mag n j : ℂ) - (mag n i : ℂ) ≠ 0 := by
        intro h0
        have h1 : mag n j = mag n i := Complex.ofReal_injective (sub_eq_zero.1 h0)
        unfold mag at h1
        have h2 : ((i : ℕ) : ℝ) = ((j : ℕ) : ℝ) := by linarith
        exact hij (Fin.ext (by exact_mod_cast h2))
      have h3 : H i j * ((mag n j : ℂ) - (mag n i : ℂ)) = 0 := by linear_combination h
      exact (mul_eq_zero.1 h3).resolve_right hm
  · rintro ⟨f, rfl⟩
    constructor
    · apply Matrix.isHermitian_diagonal_of_self_adjoint
      ext k
      simp
    · change _ * _ = _ * _
      rw [Sz, Matrix.diagonal_mul_diagonal, Matrix.diagonal_mul_diagonal]
      simp only [mul_comm]
```

For such a matrix, comparing the products at row `k` and column `k.rev` gives evenness.

```lean
/-- A diagonal Hamiltonian with real levels commutes with the half turn about `x` exactly when
its levels are even in `m`. -/
theorem commute_halfTurn_iff {n : ℕ} (f : Fin (n + 1) → ℝ) :
    Commute (Matrix.diagonal fun k => (f k : ℂ)) (halfTurn n) ↔ ∀ k, f k.rev = f k := by
  constructor
  · intro h k
    have h1 := congrFun (congrFun h.eq k) k.rev
    rw [Matrix.diagonal_mul, Matrix.mul_diagonal] at h1
    simp only [halfTurn, Matrix.of_apply, if_true, mul_one, one_mul] at h1
    exact (Complex.ofReal_injective h1).symm
  · intro h
    change _ * _ = _ * _
    ext i j
    rw [Matrix.diagonal_mul, Matrix.mul_diagonal]
    by_cases hj : j = i.rev
    · rw [hj, h i, mul_comm]
    · simp [halfTurn, hj]
```

The main statement combines these results. Commuting with $S_z$ expresses symmetry under every rotation about $z$. This is stronger than the symmetry of a three- or fourfold crystal axis, which can allow terms that mix different $m$; a rhombic term $E(S_x^2-S_y^2)$ is excluded as well, once $S\ge1$. The half-turn condition excludes terms odd in $m$, such as the Zeeman term of a field along $z$. In zero field, time reversal also takes $m$ to $-m$, and it forces the same evenness on a Hamiltonian that commutes with $S_z$, even if the site has no twofold axis along $x$. The theorem uses the half turn, and both of its symmetries are assumed of $H$, not derived from the electronic structure of an ion.

In the forward direction the proof obtains the levels `f`, applies the interpolation theorem and carries uniqueness back by comparing diagonal entries. The reverse direction needs only that some polynomial exists.

```lean
/-- A matrix on the states of a spin `n/2` is Hermitian and commutes with `S_z` and with the
half turn about `x` if and only if it is `p(S_z²)` for a unique real polynomial `p` of degree
at most `⌊n/2⌋`. -/
theorem axial_hamiltonian_iff {n : ℕ} (H : Matrix (Fin (n + 1)) (Fin (n + 1)) ℂ) :
    (H.IsHermitian ∧ Commute H (Sz n) ∧ Commute H (halfTurn n)) ↔
      ∃! p : ℝ[X], p.natDegree ≤ n / 2 ∧ aeval (Sz n ^ 2) p = H := by
  constructor
  · rintro ⟨hH, hz, hx⟩
    obtain ⟨f, rfl⟩ := (axial_iff H).1 ⟨hH, hz⟩
    obtain ⟨p, ⟨hp, he⟩, hu⟩ :=
      (even_iff_existsUnique_polynomial f).1 ((commute_halfTurn_iff f).1 hx)
    refine ⟨p, ⟨hp, ?_⟩, ?_⟩
    · rw [aeval_Sz_sq]
      simp only [he]
    · rintro q ⟨hq, h⟩
      refine hu q ⟨hq, fun k => ?_⟩
      rw [aeval_Sz_sq] at h
      have h1 := congrFun (congrFun h k) k
      rw [Matrix.diagonal_apply_eq, Matrix.diagonal_apply_eq] at h1
      exact Complex.ofReal_injective h1
  · rintro ⟨p, ⟨-, h⟩, -⟩
    rw [aeval_Sz_sq] at h
    obtain ⟨h1, h2⟩ := (axial_iff H).2 ⟨_, h.symm⟩
    refine ⟨h1, h2, ?_⟩
    rw [← h]
    exact (commute_halfTurn_iff (fun k => p.eval (mag n k ^ 2))).2
      (fun k => by simp only [mag_rev, neg_sq])
```

For a spin Hamiltonian fitted to EPR data or to computed multiplet energies, this fixes how many axial zero-field parameters the levels of a single spin can determine, provided that the Hamiltonian has both symmetries. With the constant included there is one for $S=1/2$, two for $S=1$ and $S=3/2$, and three for $S=2$ and $S=5/2$. EPR transitions depend only on energy differences, so they leave the constant undetermined and can fix at most the remaining parameters.

## Reading $D$ from the two doublets of spin $3/2$

Here `f 0` is the energy of the $|m|=3/2$ doublet and `f 1` that of the $|m|=1/2$ doublet. The offset $5/4$ is $S(S+1)/3$, which makes the $D$ term sum to zero over the four states. The difference `f 0 - f 1` is $2D$, so the sign of $D$ tells which doublet lies lower.

The proof computes the four values of $m^2$. One direction solves the two linear equations, and the other checks the four levels in turn.

```lean
/-- For spin 3/2 with levels even in `m`, the form `c + D (m² - 5/4)` holds exactly when `c` is
the mean of the `|m| = 3/2` and `|m| = 1/2` energies and `D` is half their difference. -/
theorem spin_three_halves (f : Fin (3 + 1) → ℝ) (hf : ∀ k, f k.rev = f k) (c D : ℝ) :
    (∀ k, f k = c + D * (mag 3 k ^ 2 - 5 / 4)) ↔
      c = (f 0 + f 1) / 2 ∧ D = (f 0 - f 1) / 2 := by
  have f3 : f 3 = f 0 := hf 0
  have f2 : f 2 = f 1 := hf 1
  have m0 : mag 3 0 ^ 2 = 9 / 4 := by norm_num [mag]
  have m1 : mag 3 1 ^ 2 = 1 / 4 := by norm_num [mag]
  have m3 : mag 3 3 ^ 2 = 9 / 4 := by
    have h : mag 3 3 = -mag 3 0 := mag_rev 0
    rw [h, neg_sq, m0]
  have m2 : mag 3 2 ^ 2 = 1 / 4 := by
    have h : mag 3 2 = -mag 3 1 := mag_rev 1
    rw [h, neg_sq, m1]
  constructor
  · intro h
    have h0 := h 0
    have h1 := h 1
    rw [m0] at h0
    rw [m1] at h1
    constructor <;> linarith
  · rintro ⟨hc, hD⟩ k
    have hk : ∀ k : Fin (3 + 1), k = 0 ∨ k = 1 ∨ k = 2 ∨ k = 3 := by decide
    rcases hk k with rfl | rfl | rfl | rfl
    · rw [m0, hc, hD]; ring
    · rw [m1, hc, hD]; ring
    · rw [m2, f2, hc, hD]; ring
    · rw [m3, f3, hc, hD]; ring

end

end AxialZeroField
```

```lean
#print axioms AxialZeroField.finrank_evenLevels
#print axioms AxialZeroField.axial_hamiltonian_iff
#print axioms AxialZeroField.spin_three_halves
```

```
'AxialZeroField.finrank_evenLevels' depends on axioms: [propext, Classical.choice, Quot.sound]
'AxialZeroField.axial_hamiltonian_iff' depends on axioms: [propext, Classical.choice, Quot.sound]
'AxialZeroField.spin_three_halves' depends on axioms: [propext, Classical.choice, Quot.sound]
```
